# The locality error of a real symmetric matrix is a quadratic form in $\varphi/\psi$, and T-moves never lower the expectation value of the matrix

A nonlocal pseudopotential acts on a many-electron wave function as an integral operator, and before anything can be stated one must decide what space it acts on and what happens at the nodes of the trial function, where the ratios used in Monte Carlo are undefined. Here the electron configurations form a finite set, labelled $i, j$. A wave function is a real vector with one component per configuration, and the potential is a real matrix $V$ whose element $V_{ij}$ connects configuration $j$ to configuration $i$. Integrals become finite sums, so questions of convergence do not arise. The trial vector $\psi$ is required to be nonzero at every configuration. It may have either sign, so a nodal surface can pass between configurations, but no configuration lies on it. Hermiticity of the potential becomes the symmetry $V_{ij} = V_{ji}$. In Lean the configurations are a finite type `n`, vectors have type `n → ℝ`, `V *ᵥ ψ` is $V\psi$, and `φ ⬝ᵥ χ` is the scalar product $\langle\varphi,\chi\rangle = \sum_i \varphi_i\chi_i$.

```lean
import Mathlib

open Matrix

namespace LocalityApproximation

noncomputable section

variable {n : Type*} [Fintype n] [DecidableEq n]
```

## The local potential and the locality error

The locality approximation replaces $V$ by a multiplicative potential built from the trial vector,
$$v_i = \frac{(V\psi)_i}{\psi_i}.$$
This number is the contribution of $V$ to the local energy at configuration $i$. Lean's division returns zero for a zero denominator, and the hypothesis `∀ i, ψ i ≠ 0` excludes that case wherever a denominator is cancelled.

```lean
/-- The local potential `(Vψ)_i / ψ_i` of the operator `V` on the trial vector `ψ`. -/
def localPot (V : Matrix n n ℝ) (ψ : n → ℝ) (i : n) : ℝ := (V *ᵥ ψ) i / ψ i
```

The localized operator $V^{\mathrm{loc}}$ is the diagonal matrix with entries $v_i$.

```lean
/-- The localized operator: the diagonal matrix of the local potential. -/
def localize (V : Matrix n n ℝ) (ψ : n → ℝ) : Matrix n n ℝ := diagonal (localPot V ψ)
```

Let $\varphi$ be any real vector, for instance the exact state that $\psi$ approximates. It is compared with the trial vector through the ratios $q_i = \varphi_i/\psi_i$. They are all equal exactly when $\varphi$ is a multiple of $\psi$, so their spread vanishes in that case and only then, whatever the lengths of the two vectors. Its size, however, scales with the length of $\varphi$ and inversely with that of $\psi$, so it measures the trial error only relative to the typical size of the ratios.

```lean
/-- The ratio `q_i = φ_i / ψ_i` of a state to the trial vector. -/
def ratio (φ ψ : n → ℝ) (i : n) : ℝ := φ i / ψ i
```

The locality error in the state $\varphi$ is
$$\Delta_V(\varphi) = \sum_i \varphi_i^2\, v_i - \langle\varphi, V\varphi\rangle .$$
Nothing fixes the length of $\varphi$, so the error in the normalised expectation value is $\Delta_V(\varphi)/\langle\varphi,\varphi\rangle$ for $\varphi \neq 0$. If the Hamiltonian is $H_0 + V$, with $H_0$ holding the kinetic and local terms, and $\varphi$ is a normalised nondegenerate eigenvector of it, then $\Delta_V(\varphi)$ is what first-order perturbation theory gives for the energy shift caused by $V^{\mathrm{loc}} - V$. No theorem below mentions $H_0$, an eigenvalue or a perturbation series, so remarks on those are commentary on results that concern expectation values in a fixed vector.

```lean
/-- The locality error in the state `φ`: `Σ φ_i² (Vψ)_i/ψ_i - ⟨φ, Vφ⟩`. -/
def locError (V : Matrix n n ℝ) (ψ φ : n → ℝ) : ℝ :=
  (∑ i, φ i ^ 2 * localPot V ψ i) - φ ⬝ᵥ V *ᵥ φ
```

## Splitting the potential by sign

Define the weights $w_{ij} = V_{ij}\psi_i\psi_j$. With importance sampling and a short time step $\tau > 0$, the amplitude for a walker to move from $j$ to $i \ne j$ under $V$ is $-\tau V_{ij}\psi_i/\psi_j$. Since $\psi_i/\psi_j$ and $\psi_i\psi_j$ have the same sign, this amplitude is nonnegative, and can be sampled as a probability, precisely when $w_{ij} \le 0$. The remaining elements form the sign-violating part $P$, with $P_{ij} = V_{ij}$ if $w_{ij} > 0$ and $P_{ij} = 0$ otherwise.

```lean
/-- The part of `V` made of the elements with `V_ij ψ_i ψ_j > 0`; all others are set to zero. -/
def signViolating (V : Matrix n n ℝ) (ψ : n → ℝ) : Matrix n n ℝ :=
  of fun i j => if 0 < V i j * ψ i * ψ j then V i j else 0
```

The T-move operator keeps the elements that can be sampled and localizes the others:
$$V_T = V - P + P^{\mathrm{loc}},$$
where $P^{\mathrm{loc}}$ is diagonal with entries $(P\psi)_i/\psi_i$. The definition of $P$ includes diagonal elements with $V_{ii} > 0$, but each of these is subtracted and then restored by the term $P_{ii}\psi_i/\psi_i$.

```lean
/-- The T-move operator: the sign-violating part of `V` is localized, the rest is kept. -/
def tMove (V : Matrix n n ℝ) (ψ : n → ℝ) : Matrix n n ℝ :=
  V - signViolating V ψ + localize (signViolating V ψ) ψ
```

## What localization preserves

On the trial vector, $(V^{\mathrm{loc}}\psi)_i = v_i\psi_i = (V\psi)_i$. The proof is this cancellation, component by component, with `div_mul_cancel₀` using $\psi_i \neq 0$. Symmetry of $V$ is not needed.

```lean
/-- The localized operator acts on a nowhere-zero trial vector exactly as `V` does. -/
theorem localize_mulVec_trial (V : Matrix n n ℝ) {ψ : n → ℝ} (hψ : ∀ i, ψ i ≠ 0) :
    localize V ψ *ᵥ ψ = V *ᵥ ψ := by
  ext i
  rw [localize, mulVec_diagonal, localPot, div_mul_cancel₀ _ (hψ i)]
```

For a diagonal matrix, $\langle\varphi, V^{\mathrm{loc}}\varphi\rangle = \sum_i \varphi_i\,(v_i\varphi_i) = \sum_i \varphi_i^2 v_i$. Hence $\Delta_V(\varphi) = \langle\varphi, V^{\mathrm{loc}}\varphi\rangle - \langle\varphi, V\varphi\rangle$, the difference of two expectation values.

```lean
/-- The expectation value of the localized operator is the `φ²`-weighted sum of the local
potential. -/
theorem localize_expect (V : Matrix n n ℝ) (ψ φ : n → ℝ) :
    φ ⬝ᵥ localize V ψ *ᵥ φ = ∑ i, φ i ^ 2 * localPot V ψ i := by
  simp only [localize, dotProduct, mulVec_diagonal]
  exact Finset.sum_congr rfl fun i _ => by ring
```

## Completing the square

Substituting $\varphi_i = q_i\psi_i$ writes both terms of $\Delta_V$ with the same weights:
$$\sum_i \varphi_i^2\,\frac{(V\psi)_i}{\psi_i} = \sum_{ij} q_i^2\psi_i^2\,\frac{V_{ij}\psi_j}{\psi_i} = \sum_{ij} w_{ij}\,q_i^2,$$
$$\langle\varphi, V\varphi\rangle = \sum_{ij}\varphi_i V_{ij}\varphi_j = \sum_{ij} w_{ij}\,q_i q_j .$$
Exchanging the names of the summation indices and using $w_{ji} = w_{ij}$ gives $\sum_{ij} w_{ij}q_i^2 = \sum_{ij} w_{ij}q_j^2$. The first term therefore equals the average of these two sums, and
$$\Delta_V(\varphi) = \tfrac12\sum_{ij} w_{ij}\left(q_i^2 + q_j^2 - 2q_iq_j\right) = \tfrac12\sum_{ij} V_{ij}\psi_i\psi_j\,(q_i - q_j)^2 .$$
The theorem `locError_eq` states this for every `V` with `V.IsSymm`, every nowhere-zero `ψ` and every `φ`, which may vanish at some configurations. The double sum runs over ordered pairs, so each unordered pair is counted twice and the factor $\tfrac12$ compensates. Terms with $i = j$ vanish, so the diagonal of $V$ does not contribute, and with a single configuration, or none, both sides are zero. In the proof, `h1` and `h2` are the two displayed rewritings, with `field_simp` clearing the denominators term by term. The step `h3` is the exchange of indices (`Finset.sum_comm` followed by `hV.apply a b`), and it is the only place where symmetry enters. The step `h4` expands the square, and `linarith` combines it with `h3`.

```lean
omit [DecidableEq n] in
/-- For symmetric `V` and nowhere-zero `ψ`, the locality error equals
`½ Σ_ij V_ij ψ_i ψ_j (q_i - q_j)²` with `q = φ/ψ`. -/
theorem locError_eq {V : Matrix n n ℝ} (hV : V.IsSymm) {ψ : n → ℝ} (hψ : ∀ i, ψ i ≠ 0)
    (φ : n → ℝ) :
    locError V ψ φ
      = (1 / 2) * ∑ i, ∑ j, V i j * ψ i * ψ j * (ratio φ ψ i - ratio φ ψ j) ^ 2 := by
  -- both terms are written with the weights V_ij ψ_i ψ_j
  have h1 : ∑ i, φ i ^ 2 * localPot V ψ i
      = ∑ i, ∑ j, V i j * ψ i * ψ j * ratio φ ψ i ^ 2 := by
    refine Finset.sum_congr rfl fun i _ => ?_
    have hi := hψ i
    simp only [localPot, ratio, mulVec, dotProduct, Finset.sum_div, Finset.mul_sum]
    refine Finset.sum_congr rfl fun j _ => ?_
    field_simp
  have h2 : φ ⬝ᵥ V *ᵥ φ
      = ∑ i, ∑ j, V i j * ψ i * ψ j * (ratio φ ψ i * ratio φ ψ j) := by
    simp only [ratio, mulVec, dotProduct, Finset.mul_sum]
    refine Finset.sum_congr rfl fun i _ => Finset.sum_congr rfl fun j _ => ?_
    have hi := hψ i
    have hj := hψ j
    field_simp
  -- symmetry of V exchanges the two indices
  have h3 : ∑ i, ∑ j, V i j * ψ i * ψ j * ratio φ ψ i ^ 2
      = ∑ i, ∑ j, V i j * ψ i * ψ j * ratio φ ψ j ^ 2 := by
    rw [Finset.sum_comm]
    refine Finset.sum_congr rfl fun a _ => Finset.sum_congr rfl fun b _ => ?_
    rw [hV.apply a b]
    ring
  -- expand the square
  have h4 : ∑ i, ∑ j, V i j * ψ i * ψ j * (ratio φ ψ i - ratio φ ψ j) ^ 2
      = (∑ i, ∑ j, V i j * ψ i * ψ j * ratio φ ψ i ^ 2)
        + (∑ i, ∑ j, V i j * ψ i * ψ j * ratio φ ψ j ^ 2)
        - 2 * ∑ i, ∑ j, V i j * ψ i * ψ j * (ratio φ ψ i * ratio φ ψ j) := by
    simp only [Finset.mul_sum, ← Finset.sum_add_distrib, ← Finset.sum_sub_distrib]
    exact Finset.sum_congr rfl fun i _ => Finset.sum_congr rfl fun j _ => by ring
  rw [locError, h1, h2, h4]
  linarith
```

## Exact scaling with the trial error

Write $\varphi = c\psi + \varepsilon\delta$ with real numbers $c$ and $\varepsilon$ and an arbitrary vector $\delta$, which gives the direction of the trial error while $\varepsilon$ gives its size. Then $q_i = c + \varepsilon\,\delta_i/\psi_i$. The constant $c$ drops out of every difference, each squared difference acquires the factor $\varepsilon^2$, and
$$\Delta_V(c\psi + \varepsilon\delta) = \varepsilon^2\,\Delta_V(\delta).$$
This is an equality for all $\varepsilon$, with $\psi$, and hence the weights, held fixed. At $\varepsilon = 0$ it says that the error vanishes on multiples of the trial vector. The normalised error carries the additional denominator $\langle c\psi + \varepsilon\delta,\, c\psi + \varepsilon\delta\rangle$, which tends to $c^2\langle\psi,\psi\rangle$ as $\varepsilon \to 0$. The quantity $\Delta_V$ need not be the whole order-$\varepsilon^2$ shift of an eigenvalue: because $(V^{\mathrm{loc}} - V)\psi = 0$, the vector $(V^{\mathrm{loc}} - V)\varphi$ is of order $\varepsilon$, and the second-order perturbation term, being quadratic in it, would enter at the same order. In Lean, `h` is the formula for the ratios; the identity is then applied on both sides and `ring` matches the terms.

```lean
omit [DecidableEq n] in
/-- For symmetric `V` and nowhere-zero `ψ`: if `φ = cψ + εδ`, the locality error in `φ` is `ε²`
times the locality error in `δ`. -/
theorem locError_quadratic {V : Matrix n n ℝ} (hV : V.IsSymm) {ψ : n → ℝ}
    (hψ : ∀ i, ψ i ≠ 0) (δ : n → ℝ) (c ε : ℝ) :
    locError V ψ (c • ψ + ε • δ) = ε ^ 2 * locError V ψ δ := by
  -- the component along ψ shifts every ratio by the same constant
  have h : ∀ i, ratio (c • ψ + ε • δ) ψ i = c + ε * ratio δ ψ i := by
    intro i
    have hi := hψ i
    simp only [ratio, Pi.add_apply, Pi.smul_apply, smul_eq_mul]
    field_simp
  rw [locError_eq hV hψ (c • ψ + ε • δ), locError_eq hV hψ δ]
  simp only [h, Finset.mul_sum]
  exact Finset.sum_congr rfl fun i _ => Finset.sum_congr rfl fun j _ => by ring
```

## A bound from the spread of the ratios

Suppose that $|q_i - c| \le \eta$ for all $i$, for some real $c$ and $\eta$. When $\eta$ is small compared with $|c|$ this is a hypothesis on the quality of the trial vector, uniform over configurations, and it is demanding where $|\psi_i|$ is small, since it asks for $|\varphi_i - c\psi_i| \le \eta\,|\psi_i|$. It gives $-2\eta \le q_i - q_j \le 2\eta$, so $(q_i - q_j)^2 \le 4\eta^2$, and the triangle inequality yields
$$|\Delta_V(\varphi)| \le \tfrac12\sum_{ij}|w_{ij}|\,4\eta^2 = 2\eta^2\sum_{ij}|V_{ij}\psi_i\psi_j| .$$
The right side includes the diagonal weights although they contribute nothing to the error. In the proof `hsq` bounds the squared difference, `key` bounds one term, and `hs` applies the triangle inequality to the outer and then to the inner sum.

```lean
omit [DecidableEq n] in
/-- For symmetric `V` and nowhere-zero `ψ`: if every ratio `φ_i/ψ_i` lies within `η` of a constant
`c`, the locality error is at most `2 η² Σ_ij |V_ij ψ_i ψ_j|` in absolute value. -/
theorem abs_locError_le {V : Matrix n n ℝ} (hV : V.IsSymm) {ψ : n → ℝ} (hψ : ∀ i, ψ i ≠ 0)
    (φ : n → ℝ) (c η : ℝ) (hq : ∀ i, |ratio φ ψ i - c| ≤ η) :
    |locError V ψ φ| ≤ 2 * η ^ 2 * ∑ i, ∑ j, |V i j * ψ i * ψ j| := by
  have key : ∀ i j, |V i j * ψ i * ψ j * (ratio φ ψ i - ratio φ ψ j) ^ 2|
      ≤ 4 * η ^ 2 * |V i j * ψ i * ψ j| := by
    intro i j
    obtain ⟨a1, a2⟩ := abs_le.mp (hq i)
    obtain ⟨b1, b2⟩ := abs_le.mp (hq j)
    have hsq : (ratio φ ψ i - ratio φ ψ j) ^ 2 ≤ (2 * η) ^ 2 :=
      sq_le_sq' (by linarith) (by linarith)
    rw [abs_mul (V i j * ψ i * ψ j), abs_of_nonneg (sq_nonneg (ratio φ ψ i - ratio φ ψ j))]
    nlinarith [mul_le_mul_of_nonneg_left hsq (abs_nonneg (V i j * ψ i * ψ j))]
  have hs : |∑ i, ∑ j, V i j * ψ i * ψ j * (ratio φ ψ i - ratio φ ψ j) ^ 2|
      ≤ ∑ i, ∑ j, 4 * η ^ 2 * |V i j * ψ i * ψ j| :=
    (Finset.abs_sum_le_sum_abs _ _).trans (Finset.sum_le_sum fun i _ =>
      (Finset.abs_sum_le_sum_abs _ _).trans (Finset.sum_le_sum fun j _ => key i j))
  simp only [← Finset.mul_sum] at hs
  rw [locError_eq hV hψ φ, abs_mul (1 / 2 : ℝ), abs_of_pos (by norm_num : (0 : ℝ) < 1 / 2)]
  linarith
```

As an instance, take three configurations $0, 1, 2$ and
$$V = \begin{pmatrix} 1 & -1 & -2\\ -1 & 0 & 1\\ -2 & 1 & 0\end{pmatrix},\qquad \psi = (1, 2, -1),\qquad \varphi = (2, 0, -1).$$
Then $V\psi = (1, -2, 0)$ and $v = (1, -1, 0)$, so $\sum_i\varphi_i^2 v_i = 4$. Also $V\varphi = (4, -3, -4)$ and $\langle\varphi, V\varphi\rangle = 8 + 0 + 4 = 12$, which gives $\Delta_V = -8$. The ratios are $q = (2, 0, 1)$, and the weights are $w_{00} = 1$, $w_{01} = -2$, $w_{02} = 2$, $w_{12} = -2$, $w_{11} = w_{22} = 0$. Summing over unordered pairs gives $-2\cdot 4 + 2\cdot 1 - 2\cdot 1 = -8$, in agreement. Since $\langle\varphi,\varphi\rangle = 5$, the normalised error is $-8/5$. With $c = 1$ and $\eta = 1$ the bound is $2\,(1 + 2\cdot 6) = 26$.

## The error can be negative

The squares are nonnegative but the weights have no fixed sign. For two configurations $0, 1$ with $V_{01} = V_{10} = -1$, zero diagonal, $\psi = (1,1)$ and the unit vector $\varphi = (1,0)$, one finds $v = (-1,-1)$, so $\sum_i\varphi_i^2v_i = -1$, while $\langle\varphi, V\varphi\rangle = V_{00} = 0$. The error is $-1$, as the identity also gives with $q = (1,0)$. The theorem states that this matrix is symmetric and that `locError` has this value, both by direct evaluation. It shows that a localized expectation value can lie below the true one; $\varphi$ is not an eigenvector of $V$, and the example does not compare ground-state energies.

```lean
/-- A symmetric two-site operator with trial vector `(1, 1)` and state `(1, 0)` has locality
error `-1`. -/
theorem locError_negative_case :
    (!![0, -1; -1, 0] : Matrix (Fin 2) (Fin 2) ℝ).IsSymm ∧
      locError (!![0, -1; -1, 0] : Matrix (Fin 2) (Fin 2) ℝ) ![1, 1] ![1, 0] = -1 := by
  constructor
  · refine Matrix.IsSymm.ext fun i j => ?_
    fin_cases i <;> fin_cases j <;> simp
  · simp [locError, localPot, mulVec, dotProduct, Fin.sum_univ_two]
```

## T-moves keep the local energy and remove the wrong signs

Applying the first property of localization to $P$ gives $V_T\psi = V\psi - P\psi + P^{\mathrm{loc}}\psi = V\psi$. The local potential of $V_T$ on $\psi$ is thus the same $v_i$. The single `rw` chain distributes the product over the sum and the difference, replaces $P^{\mathrm{loc}}\psi$ by $P\psi$, and cancels.

```lean
/-- The T-move operator acts on a nowhere-zero trial vector exactly as `V` does. -/
theorem tMove_mulVec_trial (V : Matrix n n ℝ) {ψ : n → ℝ} (hψ : ∀ i, ψ i ≠ 0) :
    tMove V ψ *ᵥ ψ = V *ᵥ ψ := by
  rw [tMove, add_mulVec, sub_mulVec, localize_mulVec_trial _ hψ, sub_add_cancel]
```

For $i \neq j$ the diagonal matrix $P^{\mathrm{loc}}$ contributes nothing, so $(V_T)_{ij} = V_{ij} - P_{ij}$. If $w_{ij} > 0$ this is zero, and otherwise it is $V_{ij}$ with $w_{ij} \le 0$. In both cases $(V_T)_{ij}\psi_i\psi_j \le 0$. The two branches of `split_ifs` are these two cases, and neither symmetry nor $\psi_i \neq 0$ is assumed.

```lean
/-- Every off-diagonal element of the T-move operator, multiplied by `ψ_i ψ_j`, is
nonpositive. -/
theorem tMove_offDiag_nonpos (V : Matrix n n ℝ) (ψ : n → ℝ) {i j : n} (hij : i ≠ j) :
    tMove V ψ i j * ψ i * ψ j ≤ 0 := by
  simp only [tMove, Matrix.add_apply, Matrix.sub_apply, localize, diagonal_apply_ne _ hij,
    signViolating, of_apply]
  split_ifs with h
  · simp
  · have h' := not_lt.mp h
    linarith
```

## The T-move excess is a sum of nonnegative terms

From the definition of $V_T$,
$$\langle\varphi, V_T\varphi\rangle - \langle\varphi, V\varphi\rangle = \langle\varphi, P^{\mathrm{loc}}\varphi\rangle - \langle\varphi, P\varphi\rangle = \Delta_P(\varphi),$$
the locality error of $P$. The matrix $P$ is symmetric, because the condition $w_{ij} > 0$ and the value $V_{ij}$ are both unchanged under $i \leftrightarrow j$. Its weights are $P_{ij}\psi_i\psi_j = \max(w_{ij}, 0)$. The identity applied to $P$ then gives
$$\langle\varphi, V_T\varphi\rangle - \langle\varphi, V\varphi\rangle = \tfrac12\sum_{ij}\max(V_{ij}\psi_i\psi_j,\,0)\,(q_i - q_j)^2 .$$
In Lean `hs` is the symmetry of $P$, `hw` identifies its weights, and `h` is `locError_eq` for $P$. The final rewriting expands the expectation value of `tMove V ψ` into its three parts and uses `localize_expect` for the diagonal one.

```lean
/-- For symmetric `V` and nowhere-zero `ψ`, the expectation value of the T-move operator exceeds
that of `V` by `½ Σ_ij max(V_ij ψ_i ψ_j, 0) (q_i - q_j)²`. -/
theorem tMove_excess {V : Matrix n n ℝ} (hV : V.IsSymm) {ψ : n → ℝ} (hψ : ∀ i, ψ i ≠ 0)
    (φ : n → ℝ) :
    φ ⬝ᵥ tMove V ψ *ᵥ φ - φ ⬝ᵥ V *ᵥ φ
      = (1 / 2) * ∑ i, ∑ j, max (V i j * ψ i * ψ j) 0 * (ratio φ ψ i - ratio φ ψ j) ^ 2 := by
  have hs : (signViolating V ψ).IsSymm := by
    refine Matrix.IsSymm.ext fun i j => ?_
    simp only [signViolating, of_apply]
    rw [hV.apply i j, mul_right_comm (V i j) (ψ j) (ψ i)]
  have hw : ∀ i j, signViolating V ψ i j * ψ i * ψ j = max (V i j * ψ i * ψ j) 0 := by
    intro i j
    simp only [signViolating, of_apply]
    split_ifs with h
    · exact (max_eq_left h.le).symm
    · rw [max_eq_right (not_lt.mp h)]
      simp
  -- the excess is the locality error of the sign-violating part
  have h := locError_eq hs hψ φ
  simp only [hw] at h
  rw [← h, locError, tMove, add_mulVec, sub_mulVec, dotProduct_add, dotProduct_sub,
    localize_expect]
  ring
```

In the three-configuration instance the positive weights are $w_{00}$ and $w_{02} = w_{20}$, so $P$ has the nonzero elements $P_{00} = 1$ and $P_{02} = P_{20} = -2$. Then $P\psi = (3, 0, -2)$, $P^{\mathrm{loc}}$ has diagonal $(3, 0, 2)$, and
$$V_T = \begin{pmatrix} 3 & -1 & 0\\ -1 & 0 & 1\\ 0 & 1 & 2\end{pmatrix}.$$
One finds $V_T\psi = (1, -2, 0) = V\psi$ and $V_T\varphi = (6, -3, -2)$, so $\langle\varphi, V_T\varphi\rangle = 14$. The excess over $12$ is $2 = w_{02}(q_0 - q_2)^2$. The normalised expectation values of $V^{\mathrm{loc}}$, $V$ and $V_T$ are $4/5$, $12/5$ and $14/5$.

Every term of the excess is a product of two nonnegative numbers, so $\langle\varphi, V\varphi\rangle \le \langle\varphi, V_T\varphi\rangle$ for all $\varphi$. This is `hpos` followed by `linarith`. The upper-bound property of T-moves in diffusion Monte Carlo is usually meant for the ground-state energy of the effective Hamiltonian. The inequality `tMove_upper_bound` is the step on which that rests: adding $\langle\varphi, H_0\varphi\rangle$ to both sides and minimising over unit vectors would order the lowest eigenvalues of $H_0 + V$ and $H_0 + V_T$ in the same way. For a finite set of configurations and a real trial vector without zeros, the results say that full localization of a pseudopotential changes its expectation value in a fixed state by an amount of either sign that is quadratic in the trial error, while localizing only the sign-violating part never lowers that expectation value; the continuum, the time step, the walker population and the fixed-node treatment of the kinetic term are not part of the model.

```lean
/-- For symmetric `V` and nowhere-zero `ψ`, in every state `φ` the expectation value of the T-move
operator is at least that of `V`. -/
theorem tMove_upper_bound {V : Matrix n n ℝ} (hV : V.IsSymm) {ψ : n → ℝ}
    (hψ : ∀ i, ψ i ≠ 0) (φ : n → ℝ) :
    φ ⬝ᵥ V *ᵥ φ ≤ φ ⬝ᵥ tMove V ψ *ᵥ φ := by
  have h := tMove_excess hV hψ φ
  have hpos : 0 ≤ ∑ i, ∑ j, max (V i j * ψ i * ψ j) 0 * (ratio φ ψ i - ratio φ ψ j) ^ 2 :=
    Finset.sum_nonneg fun i _ => Finset.sum_nonneg fun j _ =>
      mul_nonneg (le_max_right _ _) (sq_nonneg _)
  linarith

end

end LocalityApproximation
```

```lean
#print axioms LocalityApproximation.localize_expect
#print axioms LocalityApproximation.tMove_mulVec_trial
#print axioms LocalityApproximation.tMove_offDiag_nonpos
#print axioms LocalityApproximation.tMove_upper_bound
```

```
'LocalityApproximation.localize_expect' depends on axioms: [propext, Classical.choice, Quot.sound]
'LocalityApproximation.tMove_mulVec_trial' depends on axioms: [propext, Classical.choice, Quot.sound]
'LocalityApproximation.tMove_offDiag_nonpos' depends on axioms: [propext, Classical.choice, Quot.sound]
'LocalityApproximation.tMove_upper_bound' depends on axioms: [propext, Classical.choice, Quot.sound]
```
